# The first-order mass shift of a squared harmonic frequency: λ' = −λ uᵀM'u / uᵀMu

Replace a hydrogen atom in a molecule by deuterium, or one atom of a crystal supercell by a heavier isotope. In the Born–Oppenheimer approximation the electronic energy surface does not depend on the nuclear masses, so the force constants stay fixed while the masses change. How fast does a vibrational frequency move as a mass is varied?

## The claim and its derivation

Let i label finitely many displacement coordinates, Φ be the real symmetric force-constant matrix and M the mass matrix. The harmonic motion M ẍ = −Φ x has solutions x = u cos ωτ in time τ when the pattern u and the squared frequency λ = ω² satisfy

Φ u = λ M u.

Let M, u and λ depend on a real parameter t, with Φ constant, and let the mode equation hold for all t near t₀. A prime is the derivative at t₀, and all quantities without an argument are taken at t₀. The claim is that, if M and u are differentiable at t₀, M is symmetric there and uᵀMu ≠ 0, then λ is differentiable at t₀ and

λ' = −λ (uᵀM'u)/(uᵀMu).

For a matrix A(t) that is symmetric at t₀, the product rule gives

(uᵀAu)' = u'ᵀAu + uᵀA'u + uᵀAu' = 2u'ᵀAu + uᵀA'u.

Put N(t) = uᵀΦu and D(t) = uᵀMu. Then N' = 2u'ᵀΦu and D' = 2u'ᵀMu + uᵀM'u. Multiplying the mode equation from the left by uᵀ gives N = λD. Since D is continuous and nonzero at t₀, it is nonzero nearby, and there λ = N/D, a quotient of functions differentiable at t₀. At t₀ the mode equation gives u'ᵀΦu = λ u'ᵀMu, so

λ' = (N'D − ND')/D² = [2λ (u'ᵀMu) D − λD (2u'ᵀMu + uᵀM'u)]/D² = −λ uᵀM'u/D.

The change u' of the pattern drops out. If λ ≥ 0, D > 0 and uᵀM'u ≥ 0, then λ' ≤ 0. For λ > 0 and r = uᵀM'u/D, the chain rule gives ω' = λ'/(2ω) = −(ω/2) r.

With one mass mᵢ per coordinate, r = Σ mᵢ'uᵢ² / Σ mᵢuᵢ². Let the coordinates in a set S have the common mass t while the others stay fixed. Then Σ mᵢ'uᵢ² is the sum of uᵢ² over S, which is 1/t₀ times the sum of mᵢuᵢ² over S. With s the fraction of Σ mᵢuᵢ² carried by S,

λ' = −λ s/t₀,  ω' = −ω s/(2t₀).

Positive masses and u ≠ 0 give 0 ≤ s ≤ 1, hence −ω/(2t₀) ≤ ω' ≤ 0, that is, d ln ω / d ln t lies between −1/2 and 0. In the quantised problem this also fixes the first-order isotope shift of a mode's zero-point energy ħω/2, for a finite harmonic system with mass-independent force constants.

## The formal development

The type `n` is the finite set of coordinates. A vector is a function `n → ℝ`, `*ᵥ` is the matrix–vector product and `⬝ᵥ` the dot product.

In Lean 4 with Mathlib:

```lean
import Mathlib

open Matrix Filter Topology

namespace IsotopeMassDependence

noncomputable section

variable {n : Type*} [Fintype n] [DecidableEq n]
```

`quadForm A x` is xᵀAx, and `IsMode Φ M lam u` is the mode equation with `lam` for λ. It allows u = 0; the theorems on mode branches exclude this through the condition on uᵀMu or on u itself.

```lean
/-- The quadratic form `xᵀ A x` of a matrix `A` on a displacement vector `x`. -/
def quadForm (A : Matrix n n ℝ) (x : n → ℝ) : ℝ := x ⬝ᵥ A *ᵥ x

/-- The harmonic mode equation `Φ u = lam M u` for force constants `Φ`, mass matrix `M`,
squared frequency `lam` and displacement pattern `u`. -/
def IsMode (Φ M : Matrix n n ℝ) (lam : ℝ) (u : n → ℝ) : Prop := Φ *ᵥ u = lam • M *ᵥ u
```

`isotopeMass S m₀ t` assigns t to the coordinates in S and `m₀ i` to the rest. For an atom in three dimensions S holds its three Cartesian coordinates. `kineticShare` is s, which does not change when u is rescaled by a nonzero factor.

```lean
/-- Masses after substitution: coordinates in `S` carry mass `t`, the others keep `m₀`. -/
def isotopeMass (S : Finset n) (m₀ : n → ℝ) (t : ℝ) : n → ℝ :=
  fun i => if i ∈ S then t else m₀ i

/-- The fraction of the mass-weighted squared amplitude `∑ m u²` carried by the
coordinates in `S`. -/
def kineticShare (S : Finset n) (m u : n → ℝ) : ℝ :=
  (∑ i ∈ S, m i * u i ^ 2) / ∑ i, m i * u i ^ 2
```

`diatomicPhi k` is Φ for two atoms on a line, labelled 0 and 1, with potential energy k(x₀ − x₁)²/2.

```lean
/-- Force-constant matrix of two atoms on a line joined by a spring of stiffness `k`. -/
def diatomicPhi (k : ℝ) : Matrix (Fin 2) (Fin 2) ℝ := !![k, -k; -k, k]
```

The first lemma is the product rule for uᵀAu. Differentiability is stated entry by entry: `HasDerivAt f f' t₀` says that f is differentiable at t₀ with derivative f'. The step `h` differentiates the double sum term by term with `HasDerivAt.fun_sum` and `fun_mul`, and `hsym` is the identity uᵀAu' = u'ᵀAu, the one place where symmetry is used.

```lean
omit [DecidableEq n] in
/-- If `A` is symmetric at `t₀`, the derivative of `uᵀ A u` is `2 u'ᵀ A u + uᵀ A' u`. -/
theorem quadForm_hasDerivAt {A : ℝ → Matrix n n ℝ} {A' : Matrix n n ℝ} {u : ℝ → n → ℝ}
    {u' : n → ℝ} {t₀ : ℝ} (hA : ∀ i j, HasDerivAt (fun t => A t i j) (A' i j) t₀)
    (hu : ∀ i, HasDerivAt (fun t => u t i) (u' i) t₀) (hs : (A t₀).IsSymm) :
    HasDerivAt (fun t => quadForm (A t) (u t))
      (2 * (u' ⬝ᵥ A t₀ *ᵥ u t₀) + quadForm A' (u t₀)) t₀ := by
  have h : HasDerivAt (fun t => ∑ i, u t i * ∑ j, A t i j * u t j)
      (∑ i, (u' i * ∑ j, A t₀ i j * u t₀ j
        + u t₀ i * ∑ j, (A' i j * u t₀ j + A t₀ i j * u' j))) t₀ :=
    HasDerivAt.fun_sum fun i _ =>
      (hu i).fun_mul (HasDerivAt.fun_sum fun j _ => (hA i j).fun_mul (hu j))
  -- symmetry makes the two terms containing `u'` equal
  have hsym : u t₀ ⬝ᵥ A t₀ *ᵥ u' = u' ⬝ᵥ A t₀ *ᵥ u t₀ := by
    rw [Matrix.dotProduct_mulVec (u t₀), ← Matrix.mulVec_transpose, hs.eq]
    exact dotProduct_comm _ _
  have hval : 2 * (u' ⬝ᵥ A t₀ *ᵥ u t₀) + quadForm A' (u t₀)
      = u' ⬝ᵥ A t₀ *ᵥ u t₀ + (quadForm A' (u t₀) + u t₀ ⬝ᵥ A t₀ *ᵥ u') := by
    rw [hsym]; ring
  rw [hval]
  refine HasDerivAt.congr_deriv h ?_
  simp only [quadForm, dotProduct, mulVec, Finset.sum_add_distrib, mul_add]
```

The second lemma is N = λD solved for λ.

```lean
omit [DecidableEq n] in
/-- A mode with `uᵀ M u ≠ 0` has `lam` equal to the Rayleigh quotient `uᵀ Φ u / uᵀ M u`. -/
theorem eq_rayleigh_quotient {Φ M : Matrix n n ℝ} {lam : ℝ} {u : n → ℝ}
    (h : IsMode Φ M lam u) (hD : quadForm M u ≠ 0) :
    lam = quadForm Φ u / quadForm M u := by
  rw [eq_div_iff hD]
  unfold IsMode at h
  simp only [quadForm, h, dotProduct_smul, smul_eq_mul]
```

In `mass_shift`, `hΦ` and `hMs` are the symmetry of Φ and of M at t₀ only, `hM` and `hu` give M' and u', and `hD` is D ≠ 0. The hypothesis `hmode` reads "for all t in some neighbourhood of t₀". Nothing is assumed about the regularity of `lam`; its differentiability is part of the conclusion. Neither matrix needs to be positive, and u is not normalised. The differentiable branch u(t), on the other hand, is assumed and not constructed, which matters at a degenerate frequency, where not every pattern in the degenerate subspace need continue along such a branch. The matrices are real, as for a molecule or a supercell at zero wave vector; complex Hermitian dynamical matrices and anharmonicity are not covered.

In the proof `dN` and `dD` are N' and D', `heq` is λ = N/D near t₀, and `e1`, `e2` are u'ᵀΦu = λ u'ᵀMu and N = λD. After the quotient rule `fun_div`, the cancellation is left to `field_simp` and `ring`.

```lean
omit [DecidableEq n] in
/-- Mass dependence of a squared frequency: along a differentiable mode branch with fixed
symmetric force constants, a mass matrix differentiable and symmetric at `t₀`, and
`uᵀ M u ≠ 0` at `t₀`, `lam` is differentiable at `t₀` with
`lam' = -lam (uᵀ M' u) / (uᵀ M u)`. -/
theorem mass_shift {Φ M' : Matrix n n ℝ} {M : ℝ → Matrix n n ℝ} {u : ℝ → n → ℝ}
    {u' : n → ℝ} {lam : ℝ → ℝ} {t₀ : ℝ} (hΦ : Φ.IsSymm) (hMs : (M t₀).IsSymm)
    (hM : ∀ i j, HasDerivAt (fun t => M t i j) (M' i j) t₀)
    (hu : ∀ i, HasDerivAt (fun t => u t i) (u' i) t₀)
    (hmode : ∀ᶠ t in 𝓝 t₀, IsMode Φ (M t) (lam t) (u t))
    (hD : quadForm (M t₀) (u t₀) ≠ 0) :
    HasDerivAt lam (-lam t₀ * (quadForm M' (u t₀) / quadForm (M t₀) (u t₀))) t₀ := by
  have dN := quadForm_hasDerivAt (A := fun _ => Φ) (A' := 0)
    (fun i j => hasDerivAt_const t₀ (Φ i j)) hu hΦ
  have dD := quadForm_hasDerivAt hM hu hMs
  -- near `t₀` the branch is the Rayleigh quotient
  have heq : lam =ᶠ[𝓝 t₀] fun t => quadForm Φ (u t) / quadForm (M t) (u t) := by
    filter_upwards [hmode, dD.continuousAt.eventually_ne hD] with t h1 h2
    exact eq_rayleigh_quotient h1 h2
  have h0 : Φ *ᵥ u t₀ = lam t₀ • M t₀ *ᵥ u t₀ := hmode.self_of_nhds
  have e1 : u' ⬝ᵥ Φ *ᵥ u t₀ = lam t₀ * (u' ⬝ᵥ M t₀ *ᵥ u t₀) := by
    rw [h0, dotProduct_smul, smul_eq_mul]
  have e2 : quadForm Φ (u t₀) = lam t₀ * quadForm (M t₀) (u t₀) := by
    simp only [quadForm, h0, dotProduct_smul, smul_eq_mul]
  have e3 : quadForm (0 : Matrix n n ℝ) (u t₀) = 0 := by simp [quadForm]
  refine ((dN.fun_div dD hD).congr_of_eventuallyEq heq).congr_deriv ?_
  -- the terms with `u'` cancel in the quotient rule
  simp only [e1, e2, e3]
  field_simp
  ring
```

The argument around `heq` can be reused when a function is given by an equation that can be solved for it near the point, by an expression whose derivative is known. `dD.continuousAt.eventually_ne hD` turns a nonzero value at a point into a nonzero value nearby, `filter_upwards` intersects the neighbourhoods, `congr_of_eventuallyEq` carries the derivative from the explicit expression to the implicit function, and `congr_deriv` reduces the remaining work to an identity between two real numbers.

`mode_softens` is the sign statement. It concerns `deriv lam t₀` at the single point t₀, not monotonicity over a range of masses. The setting of `mass_shift`, a mode branch with differentiable u and fixed symmetric Φ, is assumed here and in the diagonal and isotope theorems below, although their docstrings do not repeat it.

```lean
omit [DecidableEq n] in
/-- If `lam ≥ 0`, `uᵀ M u > 0` and `uᵀ M' u ≥ 0` at `t₀`, then `lam' ≤ 0` there. -/
theorem mode_softens {Φ M' : Matrix n n ℝ} {M : ℝ → Matrix n n ℝ} {u : ℝ → n → ℝ}
    {u' : n → ℝ} {lam : ℝ → ℝ} {t₀ : ℝ} (hΦ : Φ.IsSymm) (hMs : (M t₀).IsSymm)
    (hM : ∀ i j, HasDerivAt (fun t => M t i j) (M' i j) t₀)
    (hu : ∀ i, HasDerivAt (fun t => u t i) (u' i) t₀)
    (hmode : ∀ᶠ t in 𝓝 t₀, IsMode Φ (M t) (lam t) (u t))
    (hD : 0 < quadForm (M t₀) (u t₀)) (hM' : 0 ≤ quadForm M' (u t₀)) (hlam : 0 ≤ lam t₀) :
    deriv lam t₀ ≤ 0 := by
  rw [(mass_shift hΦ hMs hM hu hmode hD.ne').deriv]
  have h := mul_nonneg hlam (div_nonneg hM' hD.le)
  linarith
```

`frequency_shift` is the chain rule for ω = √λ, for any real r and λ > 0. After clearing the denominator 2√λ, the goal follows from √λ·√λ = λ multiplied by r.

```lean
/-- If the positive squared frequency obeys `lam' = -lam r`, the frequency `ω = √lam`
obeys `ω' = -(ω / 2) r`. -/
theorem frequency_shift {lam : ℝ → ℝ} {r t₀ : ℝ} (hpos : 0 < lam t₀)
    (h : HasDerivAt lam (-lam t₀ * r) t₀) :
    HasDerivAt (fun t => √(lam t)) (-(√(lam t₀) / 2) * r) t₀ := by
  refine (h.sqrt hpos.ne').congr_deriv ?_
  have hs : 0 < √(lam t₀) := Real.sqrt_pos.mpr hpos
  have h2 : 2 * √(lam t₀) ≠ 0 := by positivity
  have hss := Real.mul_self_sqrt hpos.le
  rw [div_eq_iff h2]
  linear_combination r * hss
```

For diagonal matrices the quadratic form is a weighted sum of squares. In `mass_shift_diagonal` the entries of M are differentiated in two cases, the diagonal ones by `hm` and the others as the constant zero, and `mass_shift` is applied.

```lean
/-- For a diagonal matrix the quadratic form is `∑ d x²`. -/
theorem quadForm_diagonal (d x : n → ℝ) : quadForm (diagonal d) x = ∑ i, d i * x i ^ 2 := by
  simp only [quadForm, dotProduct, mulVec_diagonal]
  exact Finset.sum_congr rfl fun i _ => by ring

/-- For one mass per coordinate, `lam' = -lam (∑ m' u²) / (∑ m u²)`. -/
theorem mass_shift_diagonal {Φ : Matrix n n ℝ} {m u : ℝ → n → ℝ} {m' u' : n → ℝ}
    {lam : ℝ → ℝ} {t₀ : ℝ} (hΦ : Φ.IsSymm)
    (hm : ∀ i, HasDerivAt (fun t => m t i) (m' i) t₀)
    (hu : ∀ i, HasDerivAt (fun t => u t i) (u' i) t₀)
    (hmode : ∀ᶠ t in 𝓝 t₀, IsMode Φ (diagonal (m t)) (lam t) (u t))
    (hD : ∑ i, m t₀ i * u t₀ i ^ 2 ≠ 0) :
    HasDerivAt lam
      (-lam t₀ * ((∑ i, m' i * u t₀ i ^ 2) / ∑ i, m t₀ i * u t₀ i ^ 2)) t₀ := by
  have hM : ∀ i j, HasDerivAt (fun t => diagonal (m t) i j) (diagonal m' i j) t₀ := by
    intro i j
    by_cases h : i = j
    · subst h
      simp only [diagonal_apply_eq]
      exact hm i
    · simp only [diagonal_apply, h, if_false]
      exact hasDerivAt_const _ _
  have h := mass_shift (M := fun t => diagonal (m t)) hΦ (isSymm_diagonal _) hM hu hmode
    (by rw [quadForm_diagonal]; exact hD)
  simp only [quadForm_diagonal] at h
  exact h
```

`isotope_shift` states λ' = −λ s/t₀ for t₀ ≠ 0 and Σ mᵢuᵢ² ≠ 0. Here `hm` says that mᵢ' is 1 on S and 0 elsewhere, `a` and `b` are the two sums over S, and `key` inserts the factor t₀/t₀.

```lean
/-- When the common mass `t` of the coordinates in `S` is varied,
`lam' = -lam · share / t₀` with the share of `∑ m u²` carried by `S`. -/
theorem isotope_shift {Φ : Matrix n n ℝ} {S : Finset n} {m₀ u' : n → ℝ} {u : ℝ → n → ℝ}
    {lam : ℝ → ℝ} {t₀ : ℝ} (hΦ : Φ.IsSymm) (ht : t₀ ≠ 0)
    (hu : ∀ i, HasDerivAt (fun t => u t i) (u' i) t₀)
    (hmode : ∀ᶠ t in 𝓝 t₀, IsMode Φ (diagonal (isotopeMass S m₀ t)) (lam t) (u t))
    (hD : ∑ i, isotopeMass S m₀ t₀ i * u t₀ i ^ 2 ≠ 0) :
    HasDerivAt lam
      (-lam t₀ * (kineticShare S (isotopeMass S m₀ t₀) (u t₀) / t₀)) t₀ := by
  have hm : ∀ i, HasDerivAt (fun t => isotopeMass S m₀ t i)
      (if i ∈ S then (1 : ℝ) else 0) t₀ := by
    intro i
    by_cases h : i ∈ S
    · simp only [isotopeMass, h, if_true]
      exact hasDerivAt_id' t₀
    · simp only [isotopeMass, h, if_false]
      exact hasDerivAt_const _ _
  have a : ∑ i, (if i ∈ S then (1 : ℝ) else 0) * u t₀ i ^ 2 = ∑ i ∈ S, u t₀ i ^ 2 := by
    simp [ite_mul]
  have b : ∑ i ∈ S, isotopeMass S m₀ t₀ i * u t₀ i ^ 2 = t₀ * ∑ i ∈ S, u t₀ i ^ 2 := by
    rw [Finset.mul_sum]
    exact Finset.sum_congr rfl fun i hi => by simp [isotopeMass, hi]
  have key : ∀ l A D : ℝ, -l * (A / D) = -l * (t₀ * A / D / t₀) := by
    intro l A D
    have hc : t₀ * t₀⁻¹ = 1 := mul_inv_cancel₀ ht
    simp only [div_eq_mul_inv]
    linear_combination (l * A * D⁻¹) * hc
  refine (mass_shift_diagonal hΦ hm hu hmode hD).congr_deriv ?_
  simp only [kineticShare, a, b]
  exact key _ _ _
```

The bounds on ω' take t₀ > 0, all `m₀ i` positive, u ≠ 0 and λ > 0, so zero-frequency translations and rotations are excluded. A coordinate j with uⱼ ≠ 0 makes the denominator positive, `h0` and `h1` are 0 ≤ s ≤ 1, and `linarith` combines them with the value of ω'. The statement bounds the slope at t₀; it does not by itself bound the change of ω in a finite substitution such as hydrogen to deuterium.

```lean
/-- For positive masses, a nonzero pattern and `lam > 0`, the derivative of `ω = √lam` with
respect to the substituted mass lies between `-ω / (2 t₀)` and `0`. -/
theorem isotope_exponent_bounds {Φ : Matrix n n ℝ} {S : Finset n} {m₀ u' : n → ℝ}
    {u : ℝ → n → ℝ} {lam : ℝ → ℝ} {t₀ : ℝ} (hΦ : Φ.IsSymm) (ht : 0 < t₀)
    (hm₀ : ∀ i, 0 < m₀ i) (hu : ∀ i, HasDerivAt (fun t => u t i) (u' i) t₀)
    (hmode : ∀ᶠ t in 𝓝 t₀, IsMode Φ (diagonal (isotopeMass S m₀ t)) (lam t) (u t))
    (hne : u t₀ ≠ 0) (hlam : 0 < lam t₀) :
    -(√(lam t₀) / (2 * t₀)) ≤ deriv (fun t => √(lam t)) t₀ ∧
      deriv (fun t => √(lam t)) t₀ ≤ 0 := by
  have hm : ∀ i, 0 < isotopeMass S m₀ t₀ i := by
    intro i
    unfold isotopeMass
    split_ifs
    · exact ht
    · exact hm₀ i
  have hnn : ∀ i, 0 ≤ isotopeMass S m₀ t₀ i * u t₀ i ^ 2 :=
    fun i => mul_nonneg (hm i).le (sq_nonneg _)
  obtain ⟨j, hj⟩ := Function.ne_iff.mp hne
  have hj' : u t₀ j ≠ 0 := hj
  have hD : 0 < ∑ i, isotopeMass S m₀ t₀ i * u t₀ i ^ 2 :=
    Finset.sum_pos' (fun i _ => hnn i)
      ⟨j, Finset.mem_univ j, mul_pos (hm j) (by positivity)⟩
  -- the share lies in the unit interval
  have h0 : 0 ≤ kineticShare S (isotopeMass S m₀ t₀) (u t₀) :=
    div_nonneg (Finset.sum_nonneg fun i _ => hnn i) hD.le
  have h1 : kineticShare S (isotopeMass S m₀ t₀) (u t₀) ≤ 1 :=
    (div_le_one hD).2
      (Finset.sum_le_sum_of_subset_of_nonneg (Finset.subset_univ S) fun i _ _ => hnn i)
  rw [(frequency_shift hlam (isotope_shift hΦ ht.ne' hu hmode hD.ne')).deriv]
  have hw : 0 ≤ √(lam t₀) := Real.sqrt_nonneg _
  have hlo := mul_nonneg hw (div_nonneg h0 ht.le)
  have hhi := mul_le_mul_of_nonneg_left (div_le_div_of_nonneg_right h1 ht.le) hw
  have e : √(lam t₀) / (2 * t₀) = √(lam t₀) * (1 / t₀) / 2 := by ring
  constructor
  · rw [e]; linarith
  · linarith
```

The last theorem takes mass t on atom 0 and mass m on atom 1, both positive, with u = (m, −t) and λ = k(1/t + 1/m). It checks the symmetry of Φ, the derivatives (1, 0) of the masses and (0, −1) of the pattern, the mode equation near t₀, and D > 0, and it evaluates the right-hand side of the formula. With D = t₀m(m + t₀) and uᵀM'u = m², the value is −k/t₀², which is also the direct derivative of k(1/t + 1/m). The mass-normalised pattern is (m, −t₀)/√(t₀m(m + t₀)), and atom 0 carries the share s = m/(m + t₀).

```lean
/-- Two atoms of masses `t` and `m` with pattern `(m, -t)` and `lam = k (1/t + 1/m)` meet the
hypotheses of the mass-shift formula, whose value is then `-k / t₀²`. -/
theorem diatomic_witness {k m t₀ : ℝ} (hm : 0 < m) (ht : 0 < t₀) :
    (diatomicPhi k).IsSymm ∧
    (∀ i, HasDerivAt (fun t : ℝ => ![t, m] i) (![1, 0] i) t₀) ∧
    (∀ i, HasDerivAt (fun t : ℝ => ![m, -t] i) (![0, -1] i) t₀) ∧
    (∀ᶠ t in 𝓝 t₀,
      IsMode (diatomicPhi k) (diagonal ![t, m]) (k * (1 / t + 1 / m)) ![m, -t]) ∧
    0 < quadForm (diagonal ![t₀, m]) ![m, -t₀] ∧
    -(k * (1 / t₀ + 1 / m)) * (quadForm (diagonal ![1, 0]) ![m, -t₀]
      / quadForm (diagonal ![t₀, m]) ![m, -t₀]) = -k / t₀ ^ 2 := by
  have hD : quadForm (diagonal ![t₀, m]) ![m, -t₀] = t₀ * m * (m + t₀) := by
    rw [quadForm_diagonal]; simp [Fin.sum_univ_two]; ring
  have hN : quadForm (diagonal ![1, 0]) ![m, -t₀] = m ^ 2 := by
    rw [quadForm_diagonal]; simp [Fin.sum_univ_two]
  refine ⟨?_, ?_, ?_, ?_, ?_, ?_⟩
  · exact Matrix.IsSymm.ext fun i j => by
      fin_cases i <;> fin_cases j <;> simp [diatomicPhi]
  · rw [Fin.forall_fin_two]
    exact ⟨hasDerivAt_id' t₀, hasDerivAt_const t₀ m⟩
  · rw [Fin.forall_fin_two]
    exact ⟨hasDerivAt_const t₀ m, (hasDerivAt_id' t₀).fun_neg⟩
  · filter_upwards [lt_mem_nhds ht] with t h
    have h' := h.ne'
    have hm' := hm.ne'
    unfold IsMode
    ext i
    rw [Pi.smul_apply, mulVec_diagonal]
    fin_cases i <;> simp [diatomicPhi, mulVec, dotProduct, Fin.sum_univ_two] <;>
      field_simp
    all_goals ring
  · rw [hD]; positivity
  · rw [hD, hN]
    have h1 : m + t₀ ≠ 0 := by positivity
    have h2 := hm.ne'
    have h3 := ht.ne'
    have e : 1 / t₀ + 1 / m = (m + t₀) / (t₀ * m) := by field_simp
    rw [e]
    field_simp

end

end IsotopeMassDependence
```

```lean
#print axioms IsotopeMassDependence.mode_softens
-- 'IsotopeMassDependence.mode_softens' depends on axioms: [propext, Classical.choice, Quot.sound]
#print axioms IsotopeMassDependence.frequency_shift
-- 'IsotopeMassDependence.frequency_shift' depends on axioms: [propext, Classical.choice, Quot.sound]
#print axioms IsotopeMassDependence.isotope_exponent_bounds
-- 'IsotopeMassDependence.isotope_exponent_bounds' depends on axioms: [propext, Classical.choice, Quot.sound]
```

## Use in a calculation

A vibrational analysis diagonalises the mass-weighted matrix with entries Φᵢⱼ/√(mᵢmⱼ), whose eigenvalues are λ and whose unit eigenvectors are eᵢ = √mᵢ uᵢ when u is scaled to Σ mᵢuᵢ² = 1. The share s is then the sum of eᵢ² over S, and a small mass change δt gives the first-order estimate

δω/ω ≈ −(s/2) δt/t₀

from one eigenvector of a non-degenerate mode. For a large change the same Φ is mass-weighted with the new masses and diagonalised again, with no new electronic-structure calculation.
